# The mean inner potential of a charged-sheet slab depends on its termination

A plane-wave code for a periodic solid usually sets the zero-wavevector Fourier coefficient of the electrostatic potential to zero. To place the bulk on the vacuum scale, for instance to describe refraction of an electron beam at a surface, one adds a constant taken from a slab calculation. For rigid charged sheets, that constant can change sign with the termination while the alternating charges of the interior stay the same.

## Two terminations, means of opposite sign

Let sheets of charge $s_j$ lie at positions $x_j$ along the surface normal, with potential

$$\phi(x)=-\tfrac12\sum_j s_j\,|x-x_j| .$$

Here $s_j$ is charge per area divided by the vacuum permittivity.

A slab consists of $N\ge 1$ cells of length $a>0$. Each cell carries sheets $-s/2,\ s,\ -s/2$ at $0,\ a/2,\ a$ from its left edge, so it has neither net charge nor dipole moment. Where two cells meet, the half-charges add to $-s$. The interior planes therefore carry $s,-s,s,\dots$, and each outer plane carries $-s/2$.

- Outside the slab, $\phi=0$ on both sides.
- The mean of $\phi$ over the slab is $sa/8$.
- With every sign reversed, the potential outside is still zero and the mean is $-sa/8$, although the interior charges are the original ones shifted by $a/2$.

For $N=1$ the region in which the two interiors are compared contains no sheet, so the last comparison has content only from $N=2$ on.

## Aligning a bulk potential to vacuum

A code that reads the alignment constant from a slab relies on that slab having the surface of interest. In this model the mean does not depend on $N$, so a thicker slab does not remove the difference $sa/4$ between the two terminations.

The same ambiguity affects a mean inner potential built from the forward electron scattering of neutral units: for these rigid sheets, the cells $(-s/2,s,-s/2)$ and $(s/2,-s,s/2)$ divide the same bulk in two ways and give opposite values.

## From second differences to the mean

For any function $f$, define the sum over sheets

$$S_s[f](x)=\sum_{n=0}^{N-1}\left(-\tfrac s2\right)\bigl[f(x-na)-2f(x-na-\tfrac a2)+f(x-na-a)\bigr].$$

With $f=|\cdot|$ and a prefactor $-\tfrac12$ this is the potential. With $f$ equal to one at zero and zero elsewhere, it is the total charge on the plane at $x$.

**Comparing the terminations.** Write $u_n=x-na$ and $D(u)=f(u+a/2)-f(u)$. Cell $n$ contributes to $S_s[f](x+a/2)-S_{-s}[f](x)$ the amount

$$-\tfrac s2\bigl[f(u_n+\tfrac a2)-f(u_n)-f(u_n-\tfrac a2)+f(u_n-a)\bigr]
=-\tfrac s2\,[D(u_n)-D(u_{n+1})].$$

The sum telescopes, and only surface terms remain:

$$S_s[f](x+\tfrac a2)-S_{-s}[f](x)=-\tfrac s2\,[D(x)-D(x-Na)].$$

**Charges.** If $0<x$ and $x+a/2<Na$, the four arguments $x+a/2$, $x$, $x-Na+a/2$ and $x-Na$ are all nonzero. The surface terms vanish for the charge, so the reversed slab at $x$ has the charge of the original at $x+a/2$.

The plane at $a/2$ carries $s$, because only the middle sheet of the first cell lies there. If the plane at $(k+1)a/2$ carries $(-1)^k s$ for every $s$, the next interior plane carries $(-1)^k(-s)=(-1)^{k+1}s$. This gives the alternating pattern.

**Potential offset.** If $0\le x$ and $x+a/2\le Na$, then for $f=|\cdot|$ we have $D(x)=a/2$ and $D(x-Na)=-a/2$. The right-hand side is $-sa/2$, and the prefactor $-\tfrac12$ gives

$$\phi_s(x+\tfrac a2)=\phi_{-s}(x)+\tfrac{sa}{4}.$$

**Vacuum.** For $x\le0$ or $x\ge Na$, the three displacements in each cell lie on one side of zero, where $|\cdot|$ is linear. Every second difference is zero, and so is $\phi$.

**Mean.** Let $L=Na$. For a sheet at $b$ in $[0,L]$, splitting the integral at $b$ gives

$$I(b)=\int_0^L|x-b|\,dx=\frac{b^2+(L-b)^2}{2}=b^2-Lb+\frac{L^2}{2}.$$

The linear and constant terms drop out of the second difference:

$$I(na)-2I(na+\tfrac a2)+I(na+a)=2\left(\tfrac a2\right)^2=\tfrac{a^2}{2}.$$

Multiplication by $-s/2$ and by $-\tfrac12$ gives $sa^2/8$ per cell. The sum over $N$ cells, divided by $Na$, is $sa/8$. Replacing $s$ by $-s$ gives the other mean.

## The slab in Lean

`slabSum` is $S_s[f]$, written as a sum over cells `n` and over the three sheets `j : Fin 3` of each cell. `slabPotential` and `planeCharge` are its two uses; the second takes `coincide`, the indicator of zero displacement. `meanPotential` is the integral from `0` to `N * a` divided by `N * a`. All positions and charges are real numbers, and `s` may have either sign.

`slabSum_eq` rewrites each cell as a second difference. `slabSum_shift` proves the telescoping identity by induction on `N`: the displacements are brought to a common form, and `linear_combination ih` adds one cell to the previous sum. `reversed_bulk_is_shifted` and `potential_offset` then evaluate the surface terms for the charge and for the potential.

In `bulk_charge_alternates`, the induction on `k` keeps `s` general, because the step uses the previous case with `-s`. `potential_outside` fixes the sign of every absolute value and cancels. `integral_distance` splits the integral at the sheet and uses the antiderivative $(x-b)^2/2$. In `meanPotential_eq`, the local statement `each` is the integral for one cell before the factor $-\tfrac12$, and the finite sum is then taken outside the integral.

```lean
import Mathlib

open MeasureTheory Finset

namespace ChargedSheetSlab

noncomputable section

/-- Sum over all sheets of a slab of `N` cells of length `a`, each with charges `-s/2, s, -s/2`
at `0, a/2, a`, of the sheet charge times `f` of the displacement from the sheet to `x`. -/
def slabSum (f : ℝ → ℝ) (s a : ℝ) (N : ℕ) (x : ℝ) : ℝ :=
  ∑ n ∈ range N, ∑ j : Fin 3, ![-s / 2, s, -s / 2] j * f (x - (n * a + ![0, a / 2, a] j))

/-- Electrostatic potential of the slab: a sheet of charge `q` at `X` contributes
`-(1/2) q |x - X|`. -/
def slabPotential (s a : ℝ) (N : ℕ) (x : ℝ) : ℝ :=
  -(1 / 2) * slabSum (fun z => |z|) s a N x

/-- The indicator of zero displacement. -/
def coincide (z : ℝ) : ℝ := if z = 0 then 1 else 0

/-- Total sheet charge of the slab on the plane at `x`. -/
def planeCharge (s a : ℝ) (N : ℕ) (x : ℝ) : ℝ := slabSum coincide s a N x

/-- Mean of the potential over the slab, for `N ≥ 1` and `a > 0`. -/
def meanPotential (s a : ℝ) (N : ℕ) : ℝ :=
  (∫ x in (0 : ℝ)..N * a, slabPotential s a N x) / (N * a)

/-- Each cell contributes `-s/2` times a second difference of `f` with step `a/2`. -/
theorem slabSum_eq (f : ℝ → ℝ) (s a : ℝ) (N : ℕ) (x : ℝ) :
    slabSum f s a N x = ∑ n ∈ range N,
      -s / 2 * (f (x - n * a) - 2 * f (x - (n * a + a / 2)) + f (x - (n * a + a))) := by
  unfold slabSum
  refine Finset.sum_congr rfl fun n _ => ?_
  rw [Fin.sum_univ_three]
  show -s / 2 * f (x - ((n : ℝ) * a + 0)) + s * f (x - ((n : ℝ) * a + a / 2))
    + -s / 2 * f (x - ((n : ℝ) * a + a)) = _
  rw [add_zero]
  ring

/-- The slab seen from `x + a/2` and the sign-reversed slab seen from `x` differ only by
terms from the two surfaces. -/
theorem slabSum_shift (f : ℝ → ℝ) (s a x : ℝ) (N : ℕ) :
    slabSum f s a N (x + a / 2) - slabSum f (-s) a N x =
      -s / 2 * ((f (x + a / 2) - f x) - (f (x - N * a + a / 2) - f (x - N * a))) := by
  induction N with
  | zero => simp [slabSum_eq]
  | succ n ih =>
    simp only [slabSum_eq, Finset.sum_range_succ, Nat.cast_add, Nat.cast_one] at ih ⊢
    -- bring all displacements to a common form, then the sum telescopes
    rw [show x + a / 2 - (n : ℝ) * a = x - n * a + a / 2 by ring,
      show x + a / 2 - ((n : ℝ) * a + a / 2) = x - n * a by ring,
      show x + a / 2 - ((n : ℝ) * a + a) = x - (n * a + a / 2) by ring,
      show x - ((n : ℝ) + 1) * a + a / 2 = x - (n * a + a / 2) by ring,
      show x - ((n : ℝ) + 1) * a = x - (n * a + a) by ring]
    linear_combination ih

/-- If `y` and `y + a/2` both lie strictly inside the slab, the sign-reversed slab has at `y` the
plane charge that the original has at `y + a/2`. -/
theorem reversed_bulk_is_shifted (s a y : ℝ) (N : ℕ) (ha : 0 < a) (h0 : 0 < y)
    (h1 : y + a / 2 < N * a) :
    planeCharge (-s) a N y = planeCharge s a N (y + a / 2) := by
  have hz : ∀ z : ℝ, z ≠ 0 → coincide z = 0 := fun z h => if_neg h
  have h := slabSum_shift coincide s a y N
  rw [hz (y + a / 2) (by positivity), hz y h0.ne',
    hz (y - N * a + a / 2) (by linarith : y - N * a + a / 2 < 0).ne,
    hz (y - N * a) (by linarith : y - N * a < 0).ne] at h
  unfold planeCharge
  linarith

/-- The interior planes at `a/2, a, 3a/2, ...` carry the alternating charges `s, -s, s, ...`. -/
theorem bulk_charge_alternates (a : ℝ) (N : ℕ) (ha : 0 < a) (k : ℕ) (hk : k + 1 < 2 * N)
    (s : ℝ) : planeCharge s a N ((k + 1) * (a / 2)) = (-1) ^ k * s := by
  induction k generalizing s with
  | zero =>
    have hz : ∀ z : ℝ, z ≠ 0 → coincide z = 0 := fun z h => if_neg h
    have h1 : coincide 0 = 1 := if_pos rfl
    rw [show (((0 : ℕ) : ℝ) + 1) * (a / 2) = a / 2 by simp, planeCharge, slabSum_eq,
      Finset.sum_eq_single 0]
    · rw [show a / 2 - ((0 : ℕ) : ℝ) * a = a / 2 by simp,
        show a / 2 - (((0 : ℕ) : ℝ) * a + a / 2) = 0 by simp,
        show a / 2 - (((0 : ℕ) : ℝ) * a + a) = -(a / 2) by push_cast; ring,
        h1, hz (a / 2) (by positivity), hz (-(a / 2)) (by linarith : -(a / 2) < 0).ne]
      ring
    · intro n _ hn
      have hn1 : (1 : ℝ) ≤ n := by exact_mod_cast Nat.one_le_iff_ne_zero.mpr hn
      have hna : a ≤ n * a := by nlinarith
      rw [hz _ (by linarith : a / 2 - n * a < 0).ne,
        hz _ (by linarith : a / 2 - (n * a + a / 2) < 0).ne,
        hz _ (by linarith : a / 2 - (n * a + a) < 0).ne]
      ring
    · intro h
      exact absurd (Finset.mem_range.mpr (by omega)) h
  | succ k ih =>
    have hk' : (k : ℝ) + 1 + 1 < 2 * N := by exact_mod_cast hk
    have h := reversed_bulk_is_shifted s a ((k + 1) * (a / 2)) N ha (by positivity)
      (by nlinarith)
    rw [ih (by omega) (-s)] at h
    rw [show (((k + 1 : ℕ) : ℝ) + 1) * (a / 2) = (k + 1) * (a / 2) + a / 2 by
      push_cast; ring, ← h]
    ring

/-- At corresponding points inside the two slabs the potentials differ by the
constant `s a / 4`. -/
theorem potential_offset (s a x : ℝ) (N : ℕ) (ha : 0 < a) (h0 : 0 ≤ x)
    (h1 : x + a / 2 ≤ N * a) :
    slabPotential s a N (x + a / 2) = slabPotential (-s) a N x + s * a / 4 := by
  have h := slabSum_shift (fun z => |z|) s a x N
  rw [abs_of_nonneg (by linarith : 0 ≤ x + a / 2), abs_of_nonneg h0,
    abs_of_nonpos (by linarith : x - N * a + a / 2 ≤ 0),
    abs_of_nonpos (by linarith : x - N * a ≤ 0)] at h
  unfold slabPotential
  linear_combination (-(1 / 2)) * h

/-- The potential vanishes on both sides of the slab. -/
theorem potential_outside (s a x : ℝ) (N : ℕ) (ha : 0 < a) (hx : x ≤ 0 ∨ N * a ≤ x) :
    slabPotential s a N x = 0 := by
  simp only [slabPotential, slabSum_eq]
  rw [Finset.sum_eq_zero, mul_zero]
  intro n hn
  have hn1 : (n : ℝ) + 1 ≤ N := by exact_mod_cast Finset.mem_range.mp hn
  have h0 : 0 ≤ (n : ℝ) * a := by positivity
  have h1 : (n : ℝ) * a + a ≤ N * a := by nlinarith
  rcases hx with hx | hx
  · rw [abs_of_nonpos (by linarith : x - n * a ≤ 0),
      abs_of_nonpos (by linarith : x - (n * a + a / 2) ≤ 0),
      abs_of_nonpos (by linarith : x - (n * a + a) ≤ 0)]
    ring
  · rw [abs_of_nonneg (by linarith : 0 ≤ x - n * a),
      abs_of_nonneg (by linarith : 0 ≤ x - (n * a + a / 2)),
      abs_of_nonneg (by linarith : 0 ≤ x - (n * a + a))]
    ring

/-- Integral of the distance to a sheet at `b` over an interval that contains `b`. -/
theorem integral_distance (u b v : ℝ) (h1 : u ≤ b) (h2 : b ≤ v) :
    ∫ x in u..v, |x - b| = ((b - u) ^ 2 + (v - b) ^ 2) / 2 := by
  have hi : ∀ p q : ℝ, IntervalIntegrable (fun x => |x - b|) volume p q := fun p q =>
    Continuous.intervalIntegrable (by fun_prop) p q
  have hF : ∀ p q : ℝ, ∫ x in p..q, (x - b) = (q - b) * (q - b) / 2 - (p - b) * (p - b) / 2 := by
    intro p q
    refine intervalIntegral.integral_eq_sub_of_hasDerivAt
      (f := fun y => (y - b) * (y - b) / 2) (fun x _ => ?_)
      (Continuous.intervalIntegrable (by fun_prop) p q)
    have h := (hasDerivAt_id' x).sub_const b
    exact ((h.fun_mul h).div_const 2).congr_deriv (by ring)
  have e1 : ∫ x in u..b, |x - b| = -∫ x in u..b, (x - b) := by
    rw [← intervalIntegral.integral_neg]
    refine intervalIntegral.integral_congr fun x hx => ?_
    rw [Set.uIcc_of_le h1] at hx
    exact abs_of_nonpos (by linarith [hx.2])
  have e2 : ∫ x in b..v, |x - b| = ∫ x in b..v, (x - b) := by
    refine intervalIntegral.integral_congr fun x hx => ?_
    rw [Set.uIcc_of_le h2] at hx
    exact abs_of_nonneg (by linarith [hx.1])
  rw [← intervalIntegral.integral_add_adjacent_intervals (hi u b) (hi b v), e1, e2, hF, hF]
  ring

/-- The mean potential inside a slab of at least one cell is `s a / 8`. -/
theorem meanPotential_eq (s a : ℝ) (N : ℕ) (ha : 0 < a) (hN : 1 ≤ N) :
    meanPotential s a N = s * a / 8 := by
  have hN0 : (0 : ℝ) < N := by exact_mod_cast hN
  have each : ∀ n ∈ range N, ∫ x in (0 : ℝ)..N * a, -s / 2 *
      (|x - n * a| - 2 * |x - (n * a + a / 2)| + |x - (n * a + a)|) = -(s * a ^ 2 / 4) := by
    intro n hn
    have hn1 : (n : ℝ) + 1 ≤ N := by exact_mod_cast Finset.mem_range.mp hn
    have h0 : 0 ≤ (n : ℝ) * a := by positivity
    have h1 : (n : ℝ) * a + a ≤ N * a := by nlinarith
    have hi : ∀ c b : ℝ, IntervalIntegrable (fun x => c * |x - b|) volume 0 (N * a) :=
      fun c b => Continuous.intervalIntegrable (by fun_prop) _ _
    have hj : ∀ b : ℝ, IntervalIntegrable (fun x => |x - b|) volume 0 (N * a) :=
      fun b => Continuous.intervalIntegrable (by fun_prop) _ _
    have hd : IntervalIntegrable (fun x => |x - n * a| - 2 * |x - (n * a + a / 2)|)
        volume 0 (N * a) := Continuous.intervalIntegrable (by fun_prop) _ _
    rw [intervalIntegral.integral_const_mul, intervalIntegral.integral_add hd (hj (n * a + a)),
      intervalIntegral.integral_sub (hj (n * a)) (hi 2 (n * a + a / 2)),
      intervalIntegral.integral_const_mul,
      integral_distance _ _ _ h0 (by linarith),
      integral_distance _ _ _ (by linarith) (by linarith),
      integral_distance _ _ _ (by linarith) h1]
    ring
  simp only [meanPotential, slabPotential, slabSum_eq]
  rw [intervalIntegral.integral_const_mul, intervalIntegral.integral_finsetSum]
  · rw [Finset.sum_congr rfl each, Finset.sum_const, Finset.card_range, nsmul_eq_mul,
      div_eq_iff (by positivity)]
    ring
  · intro n _
    exact Continuous.intervalIntegrable (by fun_prop) _ _

/-- For `N ≥ 1` cells of length `a > 0`, the slab and its sign-reversed partner both have zero
potential outside and the same interior charges up to a shift by `a/2`, but their mean inner
potentials are `s a / 8` and `-s a / 8`. -/
theorem mean_inner_potential_depends_on_termination (s a : ℝ) (N : ℕ) (ha : 0 < a)
    (hN : 1 ≤ N) :
    (∀ x, x ≤ 0 ∨ N * a ≤ x → slabPotential s a N x = 0 ∧ slabPotential (-s) a N x = 0) ∧
    (∀ y, 0 < y → y + a / 2 < N * a →
      planeCharge (-s) a N y = planeCharge s a N (y + a / 2)) ∧
    meanPotential s a N = s * a / 8 ∧ meanPotential (-s) a N = -(s * a / 8) := by
  refine ⟨fun x hx => ⟨potential_outside s a x N ha hx, potential_outside (-s) a x N ha hx⟩,
    fun y h0 h1 => reversed_bulk_is_shifted s a y N ha h0 h1,
    meanPotential_eq s a N ha hN, ?_⟩
  rw [meanPotential_eq (-s) a N ha hN]
  ring

end

end ChargedSheetSlab
```

```lean
#print axioms ChargedSheetSlab.bulk_charge_alternates
#print axioms ChargedSheetSlab.potential_offset
#print axioms ChargedSheetSlab.mean_inner_potential_depends_on_termination
```

```
'ChargedSheetSlab.bulk_charge_alternates' depends on axioms: [propext, Classical.choice, Quot.sound]
'ChargedSheetSlab.potential_offset' depends on axioms: [propext, Classical.choice, Quot.sound]
'ChargedSheetSlab.mean_inner_potential_depends_on_termination' depends on axioms: [propext, Classical.choice, Quot.sound]
```

## What holds for rigid sheets, and what a real surface adds

The final theorem, `mean_inner_potential_depends_on_termination`, takes any real `s`, a length `a > 0` and at least one cell. It states four things together:

- both slabs have zero potential at every `x` with `x ≤ 0` or `N * a ≤ x`;
- for `0 < y` and `y + a / 2 < N * a`, the reversed slab has at `y` the plane charge that the original has at `y + a / 2`;
- the original slab has mean potential `s * a / 8`;
- the reversed slab has mean potential `-(s * a / 8)`.

The two means differ whenever `s` is nonzero. The explicit charges $(-1)^k s$ and the pointwise offset $sa/4$ are proved in the separate theorems `bulk_charge_alternates` and `potential_offset`.

The potential is defined by the sheet formula and is not derived from Poisson's equation. Its prefactor $-\tfrac12$ stands for a sheet whose field has equal strength and opposite direction on its two sides, with no external field applied. The quantity is an electrostatic potential, so the potential energy of an electron has the opposite sign.

The half-charge on each outer plane is also postulated. It stands for a surface plane with half the charge of a bulk plane of the same sign, which leaves the slab neutral and without a dipole moment. To apply the model to a material, one replaces the plane-averaged charge density by such rigid sheets. This leaves out the spread of the electrons about the nuclei of each plane, which also contributes to the mean potential. In a real slab the electrons spread out and rearrange at the surface, and the ions relax; both effects can change the alignment constant, and the theorems give no estimate of either.

The mean is taken over the whole slab, from one outer sheet to the other. Using `potential_offset` twice, with `s` and with `-s`, shows that the potential inside the slab repeats with period $a$, so a window of any whole number of periods within the slab gives the same mean. The theorems concern real numbers, and `coincide` tests for exact equality; in a floating-point version of `planeCharge`, rounding can make this test miss sheets of neighbouring cells that share a plane.
